# Christoffel bound on the weight at one energy, for finitely many poles with nonnegative weights and an invertible moment matrix

Take a spectral function with finitely many poles e_k and weights a_k ≥ 0, normalised so that Σ_k a_k = 1, with mean energy μ and variance σ² > 0. How much weight W can sit exactly at the energy x? Consider the linear polynomial

q(E) = 1 + (E − μ)(x − μ)/σ².

Its value at x and its spectral mean square are the same number:

q(x) = Σ_k a_k q(e_k)² = 1 + (x − μ)²/σ² = K.

Every term of the mean square is nonnegative, and the poles at x contribute W K² to it. Hence W K² ≤ K, and

W ≤ 1/K = σ²/(σ² + (x − μ)²).

Two poles at ±1 with weights 1/2 have μ = 0 and σ² = 1. At x = 1 the bound is 1/2, which is the actual weight.

This case uses the moments of order 0, 1 and 2. With moments up to order 2m, a polynomial of degree at most m takes the place of q, and the inverse of the moment matrix supplies it.

## Poles, moments and the kernel

The model is a Lehmann spectral function

A(ω) = Σ_k a_k δ(ω − e_k).

For a diagonal fermionic Green's function at zero temperature the a_k are squared moduli of transition amplitudes, and this is the physics behind the assumption a_k ≥ 0. Off-diagonal elements, and bosonic Green's functions at negative frequency, need not satisfy it. The Lean file starts from the real numbers e_k and a_k; it does not derive them from a Hamiltonian. The poles are labelled by a finite type `ι`, so continuous spectra are not covered.

```lean
import Mathlib

open Matrix

namespace SpectralChristoffel

noncomputable section

variable {ι : Type*} [Fintype ι]
```

For a real energy x, let v(x) be the vector with components

v_i(x) = x^i, i = 0, …, m.

The index type `Fin (m + 1)` runs over exactly these values, so m is the highest degree and the vector has m + 1 entries.

```lean
/-- The vector `(1, x, ..., x^m)` of powers of the energy `x`. -/
def energyPowers (m : ℕ) (x : ℝ) : Fin (m + 1) → ℝ := fun i => x ^ (i : ℕ)
```

The moments μ_n = Σ_k a_k e_k^n fill a matrix whose entries depend only on i + j:

M_ij = μ_(i+j) = Σ_k a_k e_k^(i+j).

No normalisation is imposed, and M_00 is the total weight.

```lean
/-- The matrix of spectral moments `M i j = ∑ k, a k * e k ^ (i + j)` of a spectral function
with poles `e k` and weights `a k`. -/
def momentMatrix (m : ℕ) (e a : ι → ℝ) : Matrix (Fin (m + 1)) (Fin (m + 1)) ℝ :=
  Matrix.of fun i j => ∑ k, a k * e k ^ ((i : ℕ) + (j : ℕ))
```

The kernel is the quadratic form of the inverse matrix:

K(x) = v(x)ᵀ M⁻¹ v(x).

```lean
/-- The Christoffel kernel `vᵀ M⁻¹ v` at energy `x`, with `v = (1, x, ..., x^m)`. -/
def kernel (m : ℕ) (e a : ι → ℝ) (x : ℝ) : ℝ :=
  energyPowers m x ⬝ᵥ ((momentMatrix m e a)⁻¹ *ᵥ energyPowers m x)
```

Several labels k may share one energy, as degenerate final states do. The quantity to be bounded is therefore the total weight at x,

W(x) = Σ_{k : e_k = x} a_k.

With this definition the poles need not be distinct. If no pole lies at x, then W(x) = 0.

```lean
/-- The total spectral weight of all poles located at energy `x`. -/
def weightAt (e a : ι → ℝ) (x : ℝ) : ℝ := ∑ k, if e k = x then a k else 0
```

## The moment matrix averages products of polynomials

A coefficient vector c defines the polynomial

q_c(E) = Σ_i c_i E^i = v(E)·c,

which appears in Lean as `energyPowers m (e k) ⬝ᵥ c` when evaluated at a pole. Applying M to c and exchanging the two finite sums gives

(Mc)_i = Σ_j Σ_k a_k e_k^(i+j) c_j = Σ_k a_k q_c(e_k) e_k^i.

The exchange is `Finset.sum_comm`, and `ring` splits the power e_k^(i+j).

```lean
/-- The moment matrix acts on polynomial coefficients `c` by sampling the polynomial
at the poles. -/
theorem moment_mulVec (m : ℕ) (e a : ι → ℝ) (c : Fin (m + 1) → ℝ) :
    momentMatrix m e a *ᵥ c =
      fun i : Fin (m + 1) => ∑ k, a k * (energyPowers m (e k) ⬝ᵥ c) * e k ^ (i : ℕ) := by
  funext i
  simp only [Matrix.mulVec, dotProduct, momentMatrix, Matrix.of_apply, energyPowers,
    Finset.sum_mul, Finset.mul_sum]
  rw [Finset.sum_comm]
  refine Finset.sum_congr rfl fun k _ => Finset.sum_congr rfl fun j _ => ?_
  ring
```

Multiplying by d_i and summing over i produces the second polynomial:

dᵀMc = Σ_k a_k q_c(e_k) q_d(e_k).

For d = c this is the spectral mean square of q_c.

```lean
/-- The bilinear form of the moment matrix is the spectral average of the product of
two polynomials. -/
theorem moment_form (m : ℕ) (e a : ι → ℝ) (c d : Fin (m + 1) → ℝ) :
    d ⬝ᵥ (momentMatrix m e a *ᵥ c) =
      ∑ k, a k * (energyPowers m (e k) ⬝ᵥ c) * (energyPowers m (e k) ⬝ᵥ d) := by
  rw [moment_mulVec]
  change ∑ i, d i * ∑ k, a k * (energyPowers m (e k) ⬝ᵥ c) * e k ^ (i : ℕ) = _
  simp_rw [Finset.mul_sum]
  rw [Finset.sum_comm]
  refine Finset.sum_congr rfl fun k _ => ?_
  rw [show energyPowers m (e k) ⬝ᵥ d = ∑ i : Fin (m + 1), e k ^ (i : ℕ) * d i from rfl,
    Finset.mul_sum]
  refine Finset.sum_congr rfl fun i _ => ?_
  ring
```

## One polynomial with value K and mean square K

Assume det M ≠ 0 and set b = M⁻¹v(x). Three facts follow:

Mb = v(x),

q_b(x) = v(x)·b = K(x),

Σ_k a_k q_b(e_k)² = bᵀMb = b·v(x) = K(x).

In the opening example q_b is the linear polynomial q.

The Lean proof turns on `Matrix.mul_nonsing_inv`, which states that M M⁻¹ = 1 when det M is a unit. Over the real numbers a nonzero determinant is a unit, and `hM.isUnit` performs that conversion. Mathlib defines the inverse of every square matrix and sets it to zero in the singular case. In the singular case the kernel is therefore zero. Since Lean also sets 1/0 = 0, the bound would then read W(x) ≤ 0, which is false in general. The second fact holds by definition, hence the `rfl`, and the third is the bilinear form with both arguments equal to b.

```lean
/-- For an invertible moment matrix, some polynomial `b` is mapped by it to the powers of `x`,
takes the value `kernel` at `x`, and has `kernel` as its spectral mean square. -/
theorem exists_kernel_polynomial (m : ℕ) (e a : ι → ℝ) (x : ℝ)
    (hM : (momentMatrix m e a).det ≠ 0) :
    ∃ b, momentMatrix m e a *ᵥ b = energyPowers m x ∧
      energyPowers m x ⬝ᵥ b = kernel m e a x ∧
      ∑ k, a k * (energyPowers m (e k) ⬝ᵥ b) ^ 2 = kernel m e a x := by
  have hb : momentMatrix m e a *ᵥ ((momentMatrix m e a)⁻¹ *ᵥ energyPowers m x)
      = energyPowers m x := by
    rw [Matrix.mulVec_mulVec, Matrix.mul_nonsing_inv _ hM.isUnit, Matrix.one_mulVec]
  refine ⟨(momentMatrix m e a)⁻¹ *ᵥ energyPowers m x, hb, rfl, ?_⟩
  have h := moment_form m e a ((momentMatrix m e a)⁻¹ *ᵥ energyPowers m x)
    ((momentMatrix m e a)⁻¹ *ᵥ energyPowers m x)
  rw [hb, dotProduct_comm] at h
  refine Eq.trans (Finset.sum_congr rfl fun k _ => ?_) h.symm
  ring
```

Physically, det M ≠ 0 means that the spectrum is rich enough for the chosen order. If fewer than m + 1 distinct energies carried weight, a nonzero polynomial of degree at most m would vanish at all of them, and M would annihilate its coefficient vector.

## The kernel is strictly positive

Division by K requires K > 0. As a mean square with nonnegative weights, K is at least zero. Suppose K = 0. Then every term a_k q_b(e_k)² vanishes, so for each k either a_k = 0 or q_b(e_k) = 0. The component i = 0 of Mb is then

(Mb)_0 = Σ_k a_k q_b(e_k) = 0,

whereas Mb = v(x) requires it to be x^0 = 1. This contradiction excludes K = 0.

The lemma `Finset.sum_eq_zero_iff_of_nonneg` passes from the vanishing sum to its vanishing terms, and `rcases` separates the two alternatives for each pole.

```lean
/-- For nonnegative weights and an invertible moment matrix the Christoffel kernel is
strictly positive at every real energy. -/
theorem kernel_pos (m : ℕ) (e a : ι → ℝ) (x : ℝ) (ha : ∀ k, 0 ≤ a k)
    (hM : (momentMatrix m e a).det ≠ 0) : 0 < kernel m e a x := by
  obtain ⟨b, hb, -, hK⟩ := exists_kernel_polynomial m e a x hM
  have hn : ∀ k ∈ Finset.univ, 0 ≤ a k * (energyPowers m (e k) ⬝ᵥ b) ^ 2 :=
    fun k _ => mul_nonneg (ha k) (sq_nonneg _)
  refine lt_of_le_of_ne (hK ▸ Finset.sum_nonneg hn) fun h0 => ?_
  -- a vanishing kernel would make `b` vanish at every pole that carries weight
  have hz := (Finset.sum_eq_zero_iff_of_nonneg hn).1 (hK.trans h0.symm)
  have h1 := congrFun hb 0
  rw [moment_mulVec] at h1
  have h2 : ∑ k, a k * (energyPowers m (e k) ⬝ᵥ b) * e k ^ ((0 : Fin (m + 1)) : ℕ) = 0 := by
    refine Finset.sum_eq_zero fun k hk => ?_
    rcases mul_eq_zero.1 (hz k hk) with h | h
    · rw [h, zero_mul, zero_mul]
    · rw [pow_eq_zero_iff two_ne_zero] at h
      rw [h, mul_zero, zero_mul]
  have h3 : energyPowers m x 0 = 1 := by simp [energyPowers]
  exact zero_ne_one (h2.symm.trans (h1.trans h3))
```

## The bound on the weight at x

Keep only the poles at x in the mean square of q_b. There q_b(e_k) = q_b(x) = K, so

W(x) K² = Σ_{k : e_k = x} a_k q_b(e_k)² ≤ Σ_k a_k q_b(e_k)² = K.

Dividing by K² > 0 gives

W(x) ≤ 1/K(x).

The theorem `christoffel_bound` states this for every m, every real x, all nonnegative weights and every invertible moment matrix. Its proof compares the two sums term by term: `split_ifs` distinguishes poles at x, where the terms agree, from the others, where zero is compared with a nonnegative number. The last lines cancel the positive factor K.

```lean
/-- Christoffel bound: for nonnegative weights and an invertible moment matrix `M`, the total
spectral weight at any real energy `x` is at most `1 / (vᵀ M⁻¹ v)` with `v = (1, x, ..., x^m)`. -/
theorem christoffel_bound (m : ℕ) (e a : ι → ℝ) (x : ℝ) (ha : ∀ k, 0 ≤ a k)
    (hM : (momentMatrix m e a).det ≠ 0) : weightAt e a x ≤ 1 / kernel m e a x := by
  have hpos := kernel_pos m e a x ha hM
  obtain ⟨b, -, hx, hK⟩ := exists_kernel_polynomial m e a x hM
  -- keep only the poles at `x` in the spectral mean square of `b`
  have h : weightAt e a x * kernel m e a x ^ 2 ≤ kernel m e a x := by
    refine le_trans ?_ hK.le
    rw [weightAt, Finset.sum_mul]
    refine Finset.sum_le_sum fun k _ => ?_
    split_ifs with hk
    · rw [hk, hx]
    · rw [zero_mul]
      exact mul_nonneg (ha k) (sq_nonneg _)
  rw [le_div_iff₀ hpos]
  refine le_of_mul_le_mul_right ?_ hpos
  linarith [h, show weightAt e a x * kernel m e a x * kernel m e a x
    = weightAt e a x * kernel m e a x ^ 2 by ring]
```

A single weight is one nonnegative term of the total weight at its own energy, so

a_k ≤ W(e_k) ≤ 1/K(e_k).

For distinct poles the first inequality is an equality. For degenerate poles the bound on W(e_k) is the stronger statement.

```lean
/-- For nonnegative weights and an invertible moment matrix `M`, each single pole weight `a k` is at
most `1 / (vᵀ M⁻¹ v)` with `v = (1, e k, ..., (e k)^m)`. -/
theorem pole_weight_le (m : ℕ) (e a : ι → ℝ) (ha : ∀ k, 0 ≤ a k)
    (hM : (momentMatrix m e a).det ≠ 0) (k : ι) : a k ≤ 1 / kernel m e a (e k) := by
  refine le_trans ?_ (christoffel_bound m e a (e k) ha hM)
  have h := Finset.single_le_sum (f := fun j => if e j = e k then a j else 0)
    (fun j _ => by
      split_ifs
      · exact ha j
      · exact le_rfl) (Finset.mem_univ k)
  simpa [weightAt] using h
```

For fermions in a finite one-particle basis, interacting or not, the bound limits the strength of a sharp excitation at a given energy once the moments up to order 2m are known exactly and M is invertible. The moments can come from ground-state expectation values of operators built from repeated commutators with the Hamiltonian, without computing the excited states. A direct code solves M y = v(x) by Cholesky factorisation and evaluates K = v(x)·y, with no explicit inverse. Matrices of power moments become badly conditioned as m grows; shifting and scaling the energies first can reduce the problem but does not remove it. When the a_k describe electron addition alone or electron removal alone, a Lanczos code can avoid M altogether: its recursion, started with p_0 = 1/√M_00, yields polynomials p_n that are orthonormal with respect to the weights a_k, and

K(x) = Σ_{n=0}^{m} p_n(x)².

## The reciprocal kernel as a minimum over trial polynomials

Any polynomial q_c with q_c(x) = 1 gives an upper bound on the weight at x, because W(x) is the part of its mean square that comes from the poles at x. Write

S = Σ_k a_k q_c(e_k)².

To see how small S can be, start from the nonnegative sum

0 ≤ Σ_k a_k (K q_c(e_k) − q_b(e_k))².

The cross term follows from the bilinear form:

Σ_k a_k q_b(e_k) q_c(e_k) = cᵀMb = c·v(x) = q_c(x) = 1.

Since the mean square of q_b is K, the expansion reads

0 ≤ K²S − 2K + K = K²S − K,

and therefore S ≥ 1/K. The choice c = b/K satisfies the constraint and has S = K/K² = 1/K, so no trial polynomial of degree at most m improves on q_b/K.

In the Lean proof `hbc` holds the cross term, `h0` the nonnegative sum and `h1` its expansion. The theorem itself records the lower bound on S.

```lean
/-- For nonnegative weights and an invertible moment matrix `M`, every polynomial of degree at most
`m` that equals one at energy `x` has spectral mean square at least `1 / (vᵀ M⁻¹ v)`. -/
theorem christoffel_variational (m : ℕ) (e a : ι → ℝ) (x : ℝ) (ha : ∀ k, 0 ≤ a k)
    (hM : (momentMatrix m e a).det ≠ 0) (c : Fin (m + 1) → ℝ)
    (hc : energyPowers m x ⬝ᵥ c = 1) :
    1 / kernel m e a x ≤ ∑ k, a k * (energyPowers m (e k) ⬝ᵥ c) ^ 2 := by
  have hpos := kernel_pos m e a x ha hM
  obtain ⟨b, hb, -, hK⟩ := exists_kernel_polynomial m e a x hM
  have hbc := moment_form m e a b c
  rw [hb, dotProduct_comm, hc] at hbc
  -- the mean square of `kernel * c - b` is nonnegative
  have h0 : 0 ≤ ∑ k, a k * (kernel m e a x * (energyPowers m (e k) ⬝ᵥ c)
      - energyPowers m (e k) ⬝ᵥ b) ^ 2 :=
    Finset.sum_nonneg fun k _ => mul_nonneg (ha k) (sq_nonneg _)
  have h1 : ∑ k, a k * (kernel m e a x * (energyPowers m (e k) ⬝ᵥ c)
      - energyPowers m (e k) ⬝ᵥ b) ^ 2
      = kernel m e a x ^ 2 * ∑ k, a k * (energyPowers m (e k) ⬝ᵥ c) ^ 2
        - 2 * kernel m e a x *
          ∑ k, a k * (energyPowers m (e k) ⬝ᵥ b) * (energyPowers m (e k) ⬝ᵥ c)
        + ∑ k, a k * (energyPowers m (e k) ⬝ᵥ b) ^ 2 := by
    rw [Finset.mul_sum, Finset.mul_sum, ← Finset.sum_sub_distrib, ← Finset.sum_add_distrib]
    refine Finset.sum_congr rfl fun k _ => ?_
    ring
  rw [h1, ← hbc, hK] at h0
  rw [div_le_iff₀ hpos]
  refine le_of_mul_le_mul_right ?_ hpos
  linarith
```

## Equality for m + 1 distinct poles

Now let there be exactly m + 1 poles, labelled k = 0, …, m, with distinct energies and strictly positive weights. With the Vandermonde matrix V_ki = e_k^i and the diagonal matrix D of the weights,

M = VᵀDV,

det M = (det V)² Π_k a_k.

Distinct energies make det V nonzero, and positive weights make the product nonzero. Invertibility of M is thus derived here instead of assumed. In Lean, distinctness is `Function.Injective e`.

```lean
/-- For `m + 1` distinct poles with positive weights the moment matrix is invertible. -/
theorem moment_det_ne_zero (m : ℕ) (e a : Fin (m + 1) → ℝ) (he : Function.Injective e)
    (ha : ∀ k, 0 < a k) : (momentMatrix m e a).det ≠ 0 := by
  have h : momentMatrix m e a
      = (Matrix.vandermonde e)ᵀ * Matrix.diagonal a * Matrix.vandermonde e := by
    ext i j
    rw [Matrix.mul_apply]
    simp only [Matrix.mul_diagonal, Matrix.transpose_apply, Matrix.vandermonde_apply,
      momentMatrix, Matrix.of_apply]
    refine Finset.sum_congr rfl fun k _ => ?_
    ring
  have hV := Matrix.det_vandermonde_ne_zero_iff.2 he
  rw [h, Matrix.det_mul, Matrix.det_mul, Matrix.det_transpose, Matrix.det_diagonal]
  exact mul_ne_zero (mul_ne_zero hV (Finset.prod_ne_zero_iff.2 fun k _ => (ha k).ne')) hV
```

Fix k. Because V is invertible, there is a coefficient vector c with Vc equal to the k-th unit vector, which means

q_c(e_j) = 1 for j = k, and q_c(e_j) = 0 for j ≠ k.

This is the Lagrange interpolation polynomial. Its mean square has a single surviving term, a_k. The variational inequality at x = e_k gives 1/K(e_k) ≤ a_k, the Christoffel bound gives a_k ≤ 1/K(e_k), and so

a_k = 1/K(e_k).

For m = 0 there is one pole, M is the number a_0, and the identity reads a_0 = a_0.

The unit vector is `Pi.single k 1`, `hj` states the interpolation property, and `Finset.sum_eq_single k` removes the vanishing terms. With more than m + 1 distinct poles of positive weight the inequality at each pole is strict, by an argument that the file does not formalise: equality would force the nonzero polynomial q_b, of degree at most m, to vanish at more than m points.

```lean
/-- For `m + 1` distinct poles with positive weights the Christoffel bound is an equality
at every pole. -/
theorem christoffel_sharp (m : ℕ) (e a : Fin (m + 1) → ℝ) (he : Function.Injective e)
    (ha : ∀ k, 0 < a k) (k : Fin (m + 1)) : a k = 1 / kernel m e a (e k) := by
  have hM := moment_det_ne_zero m e a he ha
  have hV := Matrix.det_vandermonde_ne_zero_iff.2 he
  refine le_antisymm (pole_weight_le m e a (fun j => (ha j).le) hM k) ?_
  -- the interpolating polynomial that is one at `e k` and zero at the other poles
  obtain ⟨c, hc⟩ : ∃ c, Matrix.vandermonde e *ᵥ c = (Pi.single k 1 : Fin (m + 1) → ℝ) :=
    ⟨(Matrix.vandermonde e)⁻¹ *ᵥ Pi.single k 1, by
      rw [Matrix.mulVec_mulVec, Matrix.mul_nonsing_inv _ hV.isUnit, Matrix.one_mulVec]⟩
  have hj : ∀ j, energyPowers m (e j) ⬝ᵥ c = (Pi.single k 1 : Fin (m + 1) → ℝ) j := by
    intro j
    have h := congrFun hc j
    simp only [Matrix.mulVec, dotProduct, Matrix.vandermonde_apply] at h
    exact h
  have h := christoffel_variational m e a (e k) (fun j => (ha j).le) hM c (by simp [hj])
  refine h.trans (le_of_eq ?_)
  rw [Finset.sum_eq_single k]
  · simp [hj]
  · intro j _ hjk
    simp [hj, hjk]
  · simp

end

end SpectralChristoffel
```

```lean
#print axioms SpectralChristoffel.christoffel_bound
-- 'SpectralChristoffel.christoffel_bound' depends on axioms: [propext, Classical.choice, Quot.sound]
#print axioms SpectralChristoffel.christoffel_sharp
-- 'SpectralChristoffel.christoffel_sharp' depends on axioms: [propext, Classical.choice, Quot.sound]
```
